# Outer ground-state degeneracies set the low-temperature shift of the chemical potential in a three-sector model

A model with only the particle-number sectors $N-1$, $N$ and $N+1$ is represented here by three finite lists of many-body energies, one entry per eigenstate, and its mean particle number is the full grand-canonical average over these eigenstates. If both outer sectors are non-empty, exactly one chemical potential $\mu$ gives mean number $N$ at each inverse temperature $\beta>0$, and as $\beta\to\infty$ it approaches half the difference of the outer ground energies (upper minus lower). The deviation has a term proportional to $1/\beta$, whose coefficient is fixed by the ratio of the outer ground-state degeneracies and vanishes when they are equal.

In Lean 4 with Mathlib:

```lean
import Mathlib

open Filter Topology

namespace ThreeSectorChemicalPotential

noncomputable section

variable {ι κ ν : Type*} [Fintype ι] [Fintype κ] [Fintype ν]

/-- Canonical partition function of a sector whose eigenstates `i` have energies `E i`. -/
def partitionFn (β : ℝ) (E : ι → ℝ) : ℝ := ∑ i, Real.exp (-β * E i)

/-- Total grand-canonical weight of a sector with particle number `n`. -/
def sectorWeight (β μ n : ℝ) (E : ι → ℝ) : ℝ :=
  ∑ i, Real.exp (-β * (E i - μ * n))

/-- Grand-canonical mean particle number of a model with sectors `N - 1`, `N`, `N + 1`
and spectra `Em`, `E0`, `Ep`, at least one of which is non-empty. -/
def meanNumber (β μ : ℝ) (N : ℕ) (Em : ι → ℝ) (E0 : κ → ℝ) (Ep : ν → ℝ) : ℝ :=
  (((N : ℝ) - 1) * sectorWeight β μ ((N : ℝ) - 1) Em + (N : ℝ) * sectorWeight β μ (N : ℝ) E0
      + ((N : ℝ) + 1) * sectorWeight β μ ((N : ℝ) + 1) Ep) /
    (sectorWeight β μ ((N : ℝ) - 1) Em + sectorWeight β μ (N : ℝ) E0
      + sectorWeight β μ ((N : ℝ) + 1) Ep)

/-- Lowest energy of a non-empty sector. -/
def groundEnergy [Nonempty ι] (E : ι → ℝ) : ℝ :=
  Finset.univ.inf' Finset.univ_nonempty E

/-- Number of eigenstates of a sector that have the ground energy. -/
def degeneracy [Nonempty ι] (E : ι → ℝ) : ℕ :=
  (Finset.univ.filter fun i => E i = groundEnergy E).card

/-- Partition function of a sector with energies measured from its ground energy. -/
def reducedPartitionFn [Nonempty ι] (β : ℝ) (E : ι → ℝ) : ℝ :=
  ∑ i, Real.exp (-β * (E i - groundEnergy E))

/-- The weight of a sector is the fugacity factor times its canonical partition function. -/
theorem sectorWeight_eq (β μ n : ℝ) (E : ι → ℝ) :
    sectorWeight β μ n E = Real.exp (β * μ * n) * partitionFn β E := by
  unfold sectorWeight partitionFn
  rw [Finset.mul_sum]
  refine Finset.sum_congr rfl fun i _ => ?_
  rw [← Real.exp_add]
  congr 1
  ring

/-- The partition function of a non-empty sector is positive. -/
theorem partitionFn_pos [Nonempty ι] (β : ℝ) (E : ι → ℝ) : 0 < partitionFn β E :=
  Finset.sum_pos (fun _ _ => Real.exp_pos _) Finset.univ_nonempty

/-- For `β > 0` and non-empty outer sectors, the mean particle number is `N` exactly when `μ` is
`1 / (2β)` times the logarithm of the partition function of the lower sector divided by that of the
upper sector. -/
theorem meanNumber_eq_iff [Nonempty ι] [Nonempty ν] {β : ℝ} (hβ : 0 < β) (μ : ℝ) (N : ℕ)
    (Em : ι → ℝ) (E0 : κ → ℝ) (Ep : ν → ℝ) :
    meanNumber β μ N Em E0 Ep = N ↔
      μ = Real.log (partitionFn β Em / partitionFn β Ep) / (2 * β) := by
  have hm := partitionFn_pos β Em
  have hp := partitionFn_pos β Ep
  have h0 : 0 ≤ partitionFn β E0 := Finset.sum_nonneg fun _ _ => (Real.exp_pos _).le
  have hβ' : β ≠ 0 := hβ.ne'
  have e1 : Real.exp (β * μ * ((N : ℝ) + 1)) =
      Real.exp (β * μ * ((N : ℝ) - 1)) * Real.exp (2 * β * μ) := by
    rw [← Real.exp_add]
    congr 1
    ring
  unfold meanNumber
  simp only [sectorWeight_eq]
  rw [div_eq_iff (by positivity), e1]
  constructor
  · intro h
    -- the two outer sectors must carry equal weight
    have h1 : Real.exp (β * μ * ((N : ℝ) - 1)) *
        (Real.exp (2 * β * μ) * partitionFn β Ep - partitionFn β Em) = 0 := by
      linear_combination h
    have h2 : Real.exp (2 * β * μ) = partitionFn β Em / partitionFn β Ep := by
      rw [eq_div_iff hp.ne']
      have := (mul_eq_zero.mp h1).resolve_left (Real.exp_pos _).ne'
      linarith
    rw [← h2, Real.log_exp]
    field_simp
  · intro h
    have h2 : 2 * β * μ = Real.log (partitionFn β Em / partitionFn β Ep) := by
      rw [h]
      field_simp
    have h3 : Real.exp (2 * β * μ) * partitionFn β Ep = partitionFn β Em := by
      rw [h2, Real.exp_log (div_pos hm hp)]
      field_simp
    linear_combination Real.exp (β * μ * ((N : ℝ) - 1)) * h3

/-- A non-empty sector has at least one ground state. -/
theorem degeneracy_pos [Nonempty ι] (E : ι → ℝ) : 0 < degeneracy E := by
  obtain ⟨i, _, hi⟩ := Finset.exists_mem_eq_inf' (Finset.univ_nonempty (α := ι)) E
  exact Finset.card_pos.mpr ⟨i, Finset.mem_filter.mpr ⟨Finset.mem_univ i, hi.symm⟩⟩

/-- As `β → ∞` the reduced partition function tends to the ground-state degeneracy. -/
theorem tendsto_reducedPartitionFn [Nonempty ι] (E : ι → ℝ) :
    Tendsto (fun β => reducedPartitionFn β E) atTop (𝓝 (degeneracy E : ℝ)) := by
  have hg : (degeneracy E : ℝ) = ∑ i, if E i = groundEnergy E then (1 : ℝ) else 0 := by
    simp [degeneracy]
  rw [hg]
  unfold reducedPartitionFn
  refine tendsto_finsetSum _ fun i _ => ?_
  by_cases h : E i = groundEnergy E
  · simp [h]
  · -- excited states freeze out
    rw [if_neg h]
    have hle : groundEnergy E ≤ E i := Finset.inf'_le E (Finset.mem_univ i)
    have hpos : 0 < E i - groundEnergy E := sub_pos.mpr (lt_of_le_of_ne hle (Ne.symm h))
    exact Real.tendsto_exp_atBot.comp (tendsto_neg_atTop_atBot.atBot_mul_const hpos)

/-- If `β ≥ 0` and all excited levels lie at least `Δ` above the ground energy, the logarithm
of the reduced partition function exceeds that of the degeneracy by at most the number of
excited states per ground state times `exp (-βΔ)`, and is never below it. -/
theorem log_reducedPartitionFn_bounds [Nonempty ι] {β Δ : ℝ} (hβ : 0 ≤ β) (E : ι → ℝ)
    (hΔ : ∀ i, E i ≠ groundEnergy E → groundEnergy E + Δ ≤ E i) :
    0 ≤ Real.log (reducedPartitionFn β E) - Real.log (degeneracy E) ∧
    Real.log (reducedPartitionFn β E) - Real.log (degeneracy E) ≤
      ((Fintype.card ι : ℝ) - degeneracy E) / degeneracy E * Real.exp (-β * Δ) := by
  have hpos : (0 : ℝ) < degeneracy E := Nat.cast_pos.mpr (degeneracy_pos E)
  have hg : (degeneracy E : ℝ) = ∑ i, if E i = groundEnergy E then (1 : ℝ) else 0 := by
    simp [degeneracy]
  have hd : (Fintype.card ι : ℝ) = ∑ _i : ι, (1 : ℝ) := by simp
  have lower : (degeneracy E : ℝ) ≤ reducedPartitionFn β E := by
    rw [hg]
    refine Finset.sum_le_sum fun i _ => ?_
    by_cases h : E i = groundEnergy E
    · simp [h]
    · rw [if_neg h]
      exact (Real.exp_pos _).le
  have upper : reducedPartitionFn β E ≤
      degeneracy E + ((Fintype.card ι : ℝ) - degeneracy E) * Real.exp (-β * Δ) := by
    rw [hg, hd, ← Finset.sum_sub_distrib, Finset.sum_mul, ← Finset.sum_add_distrib]
    refine Finset.sum_le_sum fun i _ => ?_
    by_cases h : E i = groundEnergy E
    · simp [h]
    · rw [if_neg h]
      have hexp : Real.exp (-β * (E i - groundEnergy E)) ≤ Real.exp (-β * Δ) :=
        Real.exp_le_exp.mpr (by nlinarith [mul_nonneg hβ (sub_nonneg.mpr (hΔ i h))])
      linarith
  have hR := hpos.trans_le lower
  refine ⟨sub_nonneg.mpr (Real.log_le_log hpos lower), ?_⟩
  -- use log x ≤ x - 1 for the ratio to the degeneracy
  rw [← Real.log_div hR.ne' hpos.ne']
  have h1 := Real.log_le_sub_one_of_pos (div_pos hR hpos)
  have h2 : reducedPartitionFn β E / degeneracy E ≤
      (degeneracy E + ((Fintype.card ι : ℝ) - degeneracy E) * Real.exp (-β * Δ))
        / degeneracy E := by
    gcongr
  have h3 : (degeneracy E + ((Fintype.card ι : ℝ) - degeneracy E) * Real.exp (-β * Δ))
      / degeneracy E =
      1 + ((Fintype.card ι : ℝ) - degeneracy E) / degeneracy E * Real.exp (-β * Δ) := by
    rw [add_div, div_self hpos.ne']
    ring
  linarith

/-- Let `β > 0`, let the outer sectors be non-empty and let the mean particle number be `N`.
Subtract from `μ` half the difference of the outer ground energies (upper minus lower). Then `β`
times the result is half the difference of the logarithms of the outer reduced partition functions
(lower minus upper). -/
theorem scaled_deviation_eq [Nonempty ι] [Nonempty ν] {β μ : ℝ} (hβ : 0 < β) {N : ℕ}
    {Em : ι → ℝ} {E0 : κ → ℝ} {Ep : ν → ℝ} (h : meanNumber β μ N Em E0 Ep = N) :
    β * (μ - (groundEnergy Ep - groundEnergy Em) / 2) =
      (Real.log (reducedPartitionFn β Em) - Real.log (reducedPartitionFn β Ep)) / 2 := by
  have hm := partitionFn_pos β Em
  have hp := partitionFn_pos β Ep
  have hβ' : β ≠ 0 := hβ.ne'
  have hμ : 2 * β * μ = Real.log (partitionFn β Em) - Real.log (partitionFn β Ep) := by
    rw [(meanNumber_eq_iff hβ μ N Em E0 Ep).1 h, Real.log_div hm.ne' hp.ne']
    field_simp
  -- shifting the zero of energy multiplies the partition function by an exponential
  have shift : ∀ {α : Type _} [Fintype α] [Nonempty α] (E : α → ℝ),
      Real.log (reducedPartitionFn β E) = β * groundEnergy E + Real.log (partitionFn β E) := by
    intro α _ _ E
    have hs : reducedPartitionFn β E = Real.exp (β * groundEnergy E) * partitionFn β E := by
      unfold reducedPartitionFn partitionFn
      rw [Finset.mul_sum]
      refine Finset.sum_congr rfl fun i _ => ?_
      rw [← Real.exp_add]
      congr 1
      ring
    rw [hs, Real.log_mul (Real.exp_pos _).ne' (partitionFn_pos β E).ne', Real.log_exp]
  have shift' : Real.log (reducedPartitionFn β Ep) =
      β * groundEnergy Ep + Real.log (partitionFn β Ep) := by
    have hs : reducedPartitionFn β Ep = Real.exp (β * groundEnergy Ep) * partitionFn β Ep := by
      unfold reducedPartitionFn partitionFn
      rw [Finset.mul_sum]
      refine Finset.sum_congr rfl fun i _ => ?_
      rw [← Real.exp_add]
      congr 1
      ring
    rw [hs, Real.log_mul (Real.exp_pos _).ne' hp.ne', Real.log_exp]
  rw [shift Em, shift']
  linear_combination hμ / 2

/-- With non-empty outer sectors, a unique `μ` gives mean particle number `N` at each `β > 0`. Its
signed deviation from half the difference of the outer ground energies (upper minus lower),
multiplied by `β`, tends as `β → ∞` to half the logarithm of the ground-state degeneracy of the
lower sector divided by that of the upper sector. -/
theorem chemicalPotential_low_temperature [Nonempty ι] [Nonempty ν] (N : ℕ)
    (Em : ι → ℝ) (E0 : κ → ℝ) (Ep : ν → ℝ) :
    (∀ β : ℝ, 0 < β → ∃! μ : ℝ, meanNumber β μ N Em E0 Ep = N) ∧
    ∀ μ : ℝ → ℝ, (∀ β : ℝ, 0 < β → meanNumber β (μ β) N Em E0 Ep = N) →
      Tendsto (fun β => β * (μ β - (groundEnergy Ep - groundEnergy Em) / 2)) atTop
        (𝓝 (1 / 2 * Real.log ((degeneracy Em : ℝ) / degeneracy Ep))) := by
  constructor
  · intro β hβ
    exact ⟨_, (meanNumber_eq_iff hβ _ N Em E0 Ep).2 rfl,
      fun μ h => (meanNumber_eq_iff hβ μ N Em E0 Ep).1 h⟩
  · intro μ hμ
    have hm : (degeneracy Em : ℝ) ≠ 0 := Nat.cast_ne_zero.mpr (degeneracy_pos Em).ne'
    have hp : (degeneracy Ep : ℝ) ≠ 0 := Nat.cast_ne_zero.mpr (degeneracy_pos Ep).ne'
    have hlim := (((tendsto_reducedPartitionFn Em).log hm).sub
      ((tendsto_reducedPartitionFn Ep).log hp)).div_const 2
    have e : 1 / 2 * Real.log ((degeneracy Em : ℝ) / degeneracy Ep) =
        (Real.log (degeneracy Em) - Real.log (degeneracy Ep)) / 2 := by
      rw [Real.log_div hm hp]
      ring
    rw [e]
    refine hlim.congr' ?_
    filter_upwards [eventually_gt_atTop (0 : ℝ)] with β hβ
    exact (scaled_deviation_eq hβ (hμ β hβ)).symm

end

end ThreeSectorChemicalPotential
```

```lean
#print axioms ThreeSectorChemicalPotential.log_reducedPartitionFn_bounds
-- 'ThreeSectorChemicalPotential.log_reducedPartitionFn_bounds' depends on axioms: [propext, Classical.choice, Quot.sound]
#print axioms ThreeSectorChemicalPotential.chemicalPotential_low_temperature
-- 'ThreeSectorChemicalPotential.chemicalPotential_low_temperature' depends on axioms: [propext, Classical.choice, Quot.sound]
```

## Three spectra and one average

The finite types `ι`, `κ` and `ν` label the eigenstates with $N-1$, $N$ and $N+1$ particles. The functions `Em`, `E0` and `Ep` give their energies. Since the labels stand for eigenstates and not for levels, a degenerate level appears as a repeated value. The energies are arbitrary real numbers, so they may come from an interacting Hamiltonian, provided that it conserves particle number.

An eigenstate with energy $E$ and particle number $n$ has the weight $e^{-\beta(E-\mu n)}$, where $\beta=1/(k_BT)$. `sectorWeight` sums these weights over one sector, and `meanNumber` is the resulting average of $n$. `groundEnergy` is the minimum of a spectrum, and `degeneracy` counts the eigenstates that attain it. Write $E_\pm$ and $g_\pm$ for these two quantities in the sectors $N\pm1$.

The theorem `chemicalPotential_low_temperature` has two parts. The first says that for every $\beta>0$ there is exactly one real $\mu$ with mean particle number $N$. The second takes any function $\mu(\beta)$ that satisfies this condition at all positive $\beta$ and concludes that

$$
\beta\left(\mu(\beta)-\frac{E_+-E_-}{2}\right)\longrightarrow \frac12\ln\frac{g_-}{g_+}
\qquad(\beta\to\infty).
$$

The middle sector may have any finite spectrum and may even be empty. The variable `N` is a natural number, and the statement also holds for $N=0$, but the lower sector then carries the label $-1$, so the reading in terms of particles needs $N\ge1$. Models with further particle-number sectors or with infinitely many eigenstates are not covered.

## The midpoint between removal and addition energies

Let $E_N$ be the ground energy of a non-empty middle sector. In the zero-temperature Lehmann representation of the one-particle Green's function, the ground-to-ground removal energy is $E_N-E_-$ and the corresponding addition energy is $E_+-E_N$. Their average is $(E_+-E_-)/2$, from which $E_N$ has cancelled. For a finite three-sector model, the theorem therefore says where $\mu$ settles between these two energies when the mean particle number is held at $N$.

The condition concerns only the mean. It does not require the $N$-particle sector to dominate the ensemble.

## Balancing the outer sectors

Let $Z_-$, $Z_0$ and $Z_+$ be the canonical partition functions of the three sectors, each a sum of $e^{-\beta E}$. All states in a sector share the same $n$, so its total weight factorises:

$$
W_-=e^{\beta\mu(N-1)}Z_-,\qquad W_0=e^{\beta\mu N}Z_0,\qquad W_+=e^{\beta\mu(N+1)}Z_+.
$$

This is `sectorWeight_eq`. Subtracting $N$ from the mean gives

$$
\langle n\rangle-N=\frac{W_+-W_-}{W_-+W_0+W_+}.
$$

The denominator is positive, so the mean is $N$ exactly when $W_+=W_-$. Cancelling the common factor $e^{\beta\mu(N-1)}$ leaves

$$
e^{2\beta\mu}=\frac{Z_-}{Z_+},\qquad
\mu=\frac{1}{2\beta}\ln\frac{Z_-}{Z_+}.
$$

The lemma `meanNumber_eq_iff` proves this equivalence. It clears the denominator with `div_eq_iff`, and `e1` splits off the factor $e^{2\beta\mu}$. In the forward direction, the positive common factor is cancelled and a logarithm taken; in the reverse direction, the formula for $\mu$ is exponentiated. Existence and uniqueness both follow, because the right-hand side is one explicit number.

## Measuring energies from the ground state

Let $R_\pm$ be the outer partition functions with energies measured from $E_\pm$, which is what `reducedPartitionFn` computes. Then $Z_\pm=e^{-\beta E_\pm}R_\pm$, and

$$
2\beta\mu=\ln Z_--\ln Z_+=\beta(E_+-E_-)+\ln R_--\ln R_+.
$$

Rearranging gives an identity that holds at every $\beta>0$:

$$
\beta\left(\mu-\frac{E_+-E_-}{2}\right)=\frac{\ln R_--\ln R_+}{2}.
$$

This is `scaled_deviation_eq`. Its steps `shift` and `shift'` carry out the change of energy zero for the lower and the upper sector.

In each $R_\pm$, a ground state contributes $1$ at every temperature, while an excited state contributes an exponential that decays to zero. There are finitely many terms, so $R_\pm\to g_\pm$. The lemma `tendsto_reducedPartitionFn` writes the degeneracy as a sum of ones and zeros and takes the limit term by term. By `degeneracy_pos`, $g_\pm$ is at least one, so the logarithm is continuous there and $(\ln R_--\ln R_+)/2$ tends to $\tfrac12\ln(g_-/g_+)$. The final proof combines these limits and transfers the result to $\mu(\beta)$ through the identity, which is needed only for positive $\beta$.

## The size of the thermal correction

Consider one non-empty sector with $d$ eigenstates, ground degeneracy $g$ and reduced partition function $R$. Suppose that every excited state lies at least $\Delta$ above the ground energy. For $\beta\ge0$, bounding each excited term separately gives

$$
g\le R\le g+(d-g)e^{-\beta\Delta}.
$$

The inequality $\ln x\le x-1$, applied to $x=R/g$, then yields

$$
0\le \ln R-\ln g\le \frac{d-g}{g}\,e^{-\beta\Delta}.
$$

This is `log_reducedPartitionFn_bounds`, whose steps `lower` and `upper` are the two sides of the previous estimate. The bound is exponentially small at large $\beta$ when $\Delta>0$. Inserting it for both outer sectors into the identity `scaled_deviation_eq` bounds, at a given temperature, the distance of $\beta\left(\mu-(E_+-E_-)/2\right)$ from its limit $\tfrac12\ln(g_-/g_+)$.

## An empty outer sector

Suppose that the $N+1$ sector is empty and that the other two sectors contain one state each, both with energy zero. Then

$$
\langle n\rangle=N-\frac{1}{1+e^{\beta\mu}}<N
$$

for every real $\mu$, and no chemical potential gives mean number $N$. The condition $\beta>0$ matters too: at $\beta=0$ with one state in each sector, every $\mu$ gives mean number $N$, and uniqueness fails.

## From a single orbital to a diagonalisation code

A single orbital with spin has exactly three sectors, with zero, one and two electrons. Let its orbital energy be $\varepsilon$ and its on-site repulsion $U$, and take $N=1$. The outer sectors contain one state each, with $E_-=0$ and $E_+=2\varepsilon+U$. Hence $R_-=R_+=1$, and $\mu=\varepsilon+U/2$ at every positive $\beta$.

For a larger system restricted to three sectors, a code can diagonalise the two outer blocks, subtract each block's lowest energy and evaluate

$$
\mu=\frac{E_+-E_-}{2}+\frac{\ln R_--\ln R_+}{2\beta}.
$$

After the subtraction, every exponential lies between $0$ and $1$ and each $R_\pm$ is at least $1$, which avoids the overflow or underflow that $Z_\pm$ can suffer at large $\beta$. If more sectors are kept, this closed formula generally no longer solves the number condition, but it can supply a starting value for a numerical root search.
